# Dzyaloshinskii–Moriya energy of a conical spin spiral that closes on a ring

Suppose the Dzyaloshinskii–Moriya (DM) energy of a conical spin spiral is estimated by evaluating one bond and multiplying by the number of bonds. The answer can have the wrong size and even the wrong sign, because a single bond also responds to components of the DM vector perpendicular to the spiral axis. When the spiral closes on a ring and the DM vector is the same on every bond, these transverse contributions cancel in the sum. With $N$ sites, spins $S_j$ of unit length, cone angle $t$, rotation angle $q$ per site and unit axis $n$, what remains for spins $r$ sites apart is

$$\sum_{j=0}^{N-1} S_j\times S_{j+r}=N\sin^2 t\,\sin(qr)\,n,\qquad Nq=2\pi m,\quad m\in\mathbb Z .$$

Spin-spiral calculations in electronic structure often compare energies at $q$ and $-q$. For classical spins with one uniform DM vector $D$, the formula shows that this comparison sees only the component of $D$ along $n$.

## The frame, the spiral and the energy

```lean
import Mathlib

open Matrix

namespace SpinSpiral

noncomputable section
```

In the code below, a vector in $\mathbb R^3$ has type `Fin 3 → ℝ`, a function from three indices to the reals. The symbol `⬝ᵥ` is the dot product, `⨯₃` the cross product, and `•` multiplies a vector by a number.

```lean
/-- Three vectors form a right-handed orthonormal frame: the first two are orthogonal unit
vectors and the third is their cross product. -/
structure IsRightHanded (e₁ e₂ n : Fin 3 → ℝ) : Prop where
  unit₁ : e₁ ⬝ᵥ e₁ = 1
  unit₂ : e₂ ⬝ᵥ e₂ = 1
  orth : e₁ ⬝ᵥ e₂ = 0
  cross : e₁ ⨯₃ e₂ = n
```

The frame is described by four conditions: $e_1\cdot e_1=e_2\cdot e_2=1$, $e_1\cdot e_2=0$ and $e_1\times e_2=n$. That $n$ is a unit vector orthogonal to the other two follows from these.

```lean
/-- The spin at site `j` of a conical spiral with axis `n`, cone angle `t` and pitch `q` (rotation
angle per site), when `e₁`, `e₂`, `n` form a right-handed orthonormal frame. -/
def spiral (e₁ e₂ n : Fin 3 → ℝ) (t q : ℝ) (j : ℤ) : Fin 3 → ℝ :=
  Real.sin t • (Real.cos (q * j) • e₁ + Real.sin (q * j) • e₂) + Real.cos t • n
```

This is the spin at site $j$,

$$S_j=\sin t\,(\cos(qj)\,e_1+\sin(qj)\,e_2)+\cos t\;n .$$

The letter $t$ is the cone angle, often written $\theta$, and not time. The pitch $q$ is an angle per site, not an inverse length. In a right-handed frame the spins have unit length; $t=0$ is a ferromagnet and $t=\pi/2$ a flat spiral.

```lean
/-- The Dzyaloshinskii-Moriya energy of `N` bonds of range `r` with a uniform vector `D`. -/
def dmEnergy (N : ℕ) (r : ℤ) (D : Fin 3 → ℝ) (S : ℤ → Fin 3 → ℝ) : ℝ :=
  ∑ j ∈ Finset.range N, D ⬝ᵥ (S j ⨯₃ S (j + r))
```

The energy is $E=\sum_{j=0}^{N-1}D\cdot(S_j\times S_{j+r})$, with a plus sign in front; some texts use a minus sign. The vector $D$ stands for the antisymmetric exchange that spin–orbit coupling can produce on bonds without an inversion centre at their midpoint. It is given as input and is the same on every bond. The ring therefore stands for a straight chain with periodic boundary conditions, not for a ring-shaped molecule, where the DM vector can turn from bond to bond.

## The chirality of one bond

```lean
variable {e₁ e₂ n : Fin 3 → ℝ}

/-- In a right-handed orthonormal frame the other two cyclic cross products also return
the remaining frame vector. -/
theorem frame_cross (h : IsRightHanded e₁ e₂ n) : e₂ ⨯₃ n = e₁ ∧ n ⨯₃ e₁ = e₂ := by
  have h1 := h.unit₁
  have h2 := h.unit₂
  have h3 := h.orth
  simp only [dotProduct, Fin.sum_univ_three] at h1 h2 h3
  rw [← h.cross]
  constructor
  · ext i
    fin_cases i <;> simp [cross_apply]
    · linear_combination e₁ 0 * h2 - e₂ 0 * h3
    · linear_combination e₁ 1 * h2 - e₂ 1 * h3
    · linear_combination e₁ 2 * h2 - e₂ 2 * h3
  · ext i
    fin_cases i <;> simp [cross_apply]
    · linear_combination e₂ 0 * h1 - e₁ 0 * h3
    · linear_combination e₂ 1 * h1 - e₁ 1 * h3
    · linear_combination e₂ 2 * h1 - e₁ 2 * h3
```

The theorem states $e_2\times n=e_1$ and $n\times e_1=e_2$. By hand, one inserts $n=e_1\times e_2$ and expands the double cross products:

$$e_2\times(e_1\times e_2)=e_1(e_2\cdot e_2)-e_2(e_1\cdot e_2)=e_1,$$
$$(e_1\times e_2)\times e_1=e_2(e_1\cdot e_1)-e_1(e_1\cdot e_2)=e_2 .$$

Lean does this component by component. Each `linear_combination` line names the multiples of the frame conditions that give the required equation, and the remaining algebra is checked automatically.

```lean
/-- In a right-handed orthonormal frame, the vector chirality of two spins of a spiral of any pitch:
an axial part fixed by their separation, and a transverse part that is a difference of site
functions. -/
theorem bond_chirality (h : IsRightHanded e₁ e₂ n) (t q : ℝ) (j k : ℤ) :
    spiral e₁ e₂ n t q j ⨯₃ spiral e₁ e₂ n t q k =
      (Real.sin t ^ 2 * Real.sin (q * (k - j))) • n +
      (Real.sin t * Real.cos t) • ((Real.sin (q * j) - Real.sin (q * k)) • e₁ -
        (Real.cos (q * j) - Real.cos (q * k)) • e₂) := by
  obtain ⟨h2n, hn1⟩ := frame_cross h
  have h21 : e₂ ⨯₃ e₁ = -n := by rw [← cross_anticomm, h.cross]
  have hn2 : n ⨯₃ e₂ = -e₁ := by rw [← cross_anticomm, h2n]
  have h1n : e₁ ⨯₃ n = -e₂ := by rw [← cross_anticomm, hn1]
  rw [mul_sub, Real.sin_sub]
  simp only [spiral, map_add, map_smul, LinearMap.add_apply, LinearMap.smul_apply,
    cross_self, h.cross, h2n, hn1, h21, hn2, h1n]
  module
```

Here $q$ is arbitrary, and no ring is involved. The in-plane parts of the two spins contribute

$$\sin^2 t\,(\cos qj\,\sin qk-\sin qj\,\cos qk)\,n=\sin^2 t\,\sin(q(k-j))\,n .$$

The products of an in-plane part with an axial part contribute

$$\sin t\cos t\,\big[(\sin qj-\sin qk)\,e_1-(\cos qj-\cos qk)\,e_2\big],$$

and $n\times n=0$. The axial part depends only on the separation of the spins. The transverse part is a difference between a function of site $j$ and the same function of site $k$.

The proof first lists all the frame products, including the reversed ones with their minus signs. The `simp only` step expands the cross product by linearity, and `module` compares the coefficients of the frame vectors.

## Cancellation around the ring

```lean
/-- The sum of an `N`-periodic site function over a ring of `N` sites is unchanged when
every site is shifted by `r`. -/
theorem ring_shift (N : ℕ) (f : ℤ → ℝ) (hf : ∀ k, f (k + N) = f k) (r : ℤ) :
    ∑ j ∈ Finset.range N, f (j + r) = ∑ j ∈ Finset.range N, f j := by
  -- a shift by one site telescopes
  have step : ∀ s : ℤ, ∑ j ∈ Finset.range N, f (j + (s + 1)) =
      ∑ j ∈ Finset.range N, f (j + s) := by
    intro s
    have h := Finset.sum_range_sub (fun j : ℕ => f ((j : ℤ) + s)) N
    have h1 : f ((N : ℤ) + s) = f s := by rw [add_comm]; exact hf s
    have h2 : ∀ j : ℕ, f (((j + 1 : ℕ) : ℤ) + s) = f ((j : ℤ) + (s + 1)) := fun j => by
      congr 1
      push_cast
      ring
    simp only [Finset.sum_sub_distrib, h2, h1, Nat.cast_zero, zero_add, sub_self] at h
    linarith
  induction r using Int.induction_on with
  | zero => simp only [add_zero]
  | succ i ih => rw [step, ih]
  | pred i ih =>
    have h := step (-(i : ℤ) - 1)
    rw [sub_add_cancel] at h
    rw [← h, ih]
```

If $f(k+N)=f(k)$ for all integers $k$, then $\sum_{j=0}^{N-1} f(j+r)=\sum_{j=0}^{N-1} f(j)$. For a shift by one more site, the difference telescopes:

$$\sum_{j=0}^{N-1}\big[f(j+s+1)-f(j+s)\big]=f(N+s)-f(s)=0 .$$

This is `step` in the code. Induction on $r$, upwards and downwards from zero, then gives every integer shift.

```lean
/-- For a spiral in a right-handed orthonormal frame that closes on a ring of `N` sites, the total
vector chirality at range `r` points along the axis and equals `N sin² t sin (q r)` times `n`. -/
theorem total_chirality (h : IsRightHanded e₁ e₂ n) (t q : ℝ) (N : ℕ) (m r : ℤ)
    (hq : N * q = 2 * Real.pi * m) :
    ∑ j ∈ Finset.range N, spiral e₁ e₂ n t q j ⨯₃ spiral e₁ e₂ n t q (j + r) =
      (N * (Real.sin t ^ 2 * Real.sin (q * r))) • n := by
  have hp : ∀ k : ℤ, q * ((k + N : ℤ) : ℝ) = q * k + m * (2 * Real.pi) := fun k => by
    push_cast
    linear_combination hq
  -- the transverse parts cancel around the ring
  have hs : ∑ j ∈ Finset.range N,
      (Real.sin (q * ((j : ℤ) : ℝ)) - Real.sin (q * (((j : ℤ) + r : ℤ) : ℝ))) = 0 := by
    rw [Finset.sum_sub_distrib, sub_eq_zero]
    exact (ring_shift N (fun k => Real.sin (q * k))
      (fun k => by simp only [hp, Real.sin_add_int_mul_two_pi]) r).symm
  have hc : ∑ j ∈ Finset.range N,
      (Real.cos (q * ((j : ℤ) : ℝ)) - Real.cos (q * (((j : ℤ) + r : ℤ) : ℝ))) = 0 := by
    rw [Finset.sum_sub_distrib, sub_eq_zero]
    exact (ring_shift N (fun k => Real.cos (q * k))
      (fun k => by simp only [hp, Real.cos_add_int_mul_two_pi]) r).symm
  have hd : ∀ j : ℕ, (((j : ℤ) + r : ℤ) : ℝ) - ((j : ℤ) : ℝ) = r := fun j => by
    push_cast
    ring
  simp only [bond_chirality h, hd]
  rw [Finset.sum_add_distrib, Finset.sum_const, Finset.card_range, ← Finset.smul_sum,
    Finset.sum_sub_distrib, ← Finset.sum_smul, ← Finset.sum_smul, hs, hc,
    zero_smul, zero_smul, sub_zero, smul_zero, add_zero,
    ← Nat.cast_smul_eq_nsmul ℝ, smul_smul]
```

The hypothesis `hq` is the closing condition $Nq=2\pi m$: the spiral makes $m$ full turns around the ring. It gives $q(k+N)=qk+2\pi m$, so $\sin(qk)$ and $\cos(qk)$ are $N$-periodic in $k$. Setting $k=j+r$ in the bond formula and summing, the shift lemma yields

$$\sum_{j=0}^{N-1}\big[\sin(qj)-\sin(q(j+r))\big]=0,$$

and likewise for the cosines. These are `hs` and `hc` in the proof. The axial term is the same for every $j$, so it is counted $N$ times, which gives the stated total.

No geometric series is summed, so the ferromagnetic case, where $N$ divides $m$, needs no separate treatment. The theorem also admits $N=0$, where both sides vanish.

## Energy, reversed pitch and the direction of $D$

```lean
/-- In a right-handed orthonormal frame, the Dzyaloshinskii-Moriya energy of a spiral closing on `N`
sites is `N sin² t sin (q r)` times the component of `D` along the axis. -/
theorem dmEnergy_spiral (h : IsRightHanded e₁ e₂ n) (D : Fin 3 → ℝ) (t q : ℝ) (N : ℕ)
    (m r : ℤ) (hq : N * q = 2 * Real.pi * m) :
    dmEnergy N r D (spiral e₁ e₂ n t q) =
      N * (Real.sin t ^ 2 * Real.sin (q * r)) * (D ⬝ᵥ n) := by
  have hsum : ∀ v : ℕ → Fin 3 → ℝ, ∑ j ∈ Finset.range N, D ⬝ᵥ v j =
      D ⬝ᵥ ∑ j ∈ Finset.range N, v j := fun v => by
    simp only [dotProduct, Finset.sum_apply, Finset.mul_sum]
    exact Finset.sum_comm
  rw [dmEnergy, hsum, total_chirality h t q N m r hq, dotProduct_smul, smul_eq_mul]
```

Since the dot product is linear, $D$ can be taken out of the sum:

$$E=N\sin^2 t\,\sin(qr)\,(D\cdot n).$$

The auxiliary statement `hsum` is this exchange of dot product and sum. The energy depends on the axis linearly, through $D\cdot n$.

```lean
/-- Reversing the pitch of a spiral that closes on the ring reverses the sign of its
Dzyaloshinskii-Moriya energy. -/
theorem dmEnergy_odd (h : IsRightHanded e₁ e₂ n) (D : Fin 3 → ℝ) (t q : ℝ) (N : ℕ)
    (m r : ℤ) (hq : N * q = 2 * Real.pi * m) :
    dmEnergy N r D (spiral e₁ e₂ n t (-q)) = -dmEnergy N r D (spiral e₁ e₂ n t q) := by
  have hq' : N * (-q) = 2 * Real.pi * ((-m : ℤ) : ℝ) := by
    push_cast
    linear_combination -hq
  rw [dmEnergy_spiral h D t (-q) N (-m) r hq', dmEnergy_spiral h D t q N m r hq,
    neg_mul, Real.sin_neg]
  ring
```

Reversing the pitch reverses the energy: $E(-q)=-E(q)$. The reversed spiral closes with $-m$ turns, so the energy formula applies to it as well, and $\sin(-qr)=-\sin(qr)$ supplies the sign.

```lean
/-- For a spiral in a right-handed orthonormal frame that closes on `N` sites, the squared energy is
at most the square of the prefactor `N sin² t sin (q r)` times `|D|²`; if the prefactor is nonzero,
equality holds exactly when `D` lies along the axis. -/
theorem dmEnergy_best_axis (h : IsRightHanded e₁ e₂ n) (D : Fin 3 → ℝ) (t q : ℝ) (N : ℕ)
    (m r : ℤ) (hq : N * q = 2 * Real.pi * m) :
    dmEnergy N r D (spiral e₁ e₂ n t q) ^ 2 ≤
        (N * (Real.sin t ^ 2 * Real.sin (q * r))) ^ 2 * (D ⬝ᵥ D) ∧
      (N * (Real.sin t ^ 2 * Real.sin (q * r)) ≠ 0 →
        (dmEnergy N r D (spiral e₁ e₂ n t q) ^ 2 =
          (N * (Real.sin t ^ 2 * Real.sin (q * r))) ^ 2 * (D ⬝ᵥ D) ↔
            D = (D ⬝ᵥ n) • n)) := by
  have hnn : n ⬝ᵥ n = 1 := by
    have h3 := triple_product_permutation n e₁ e₂
    rwa [h.cross, (frame_cross h).1, h.unit₁] at h3
  -- split D into its parts along and across the axis
  have hw : D ⬝ᵥ D = (D ⬝ᵥ n) ^ 2 +
      (D - (D ⬝ᵥ n) • n) ⬝ᵥ (D - (D ⬝ᵥ n) • n) := by
    simp only [sub_dotProduct, dotProduct_sub, smul_dotProduct, dotProduct_smul,
      smul_eq_mul, dotProduct_comm n D, hnn]
    ring
  have hpos : 0 ≤ (D - (D ⬝ᵥ n) • n) ⬝ᵥ (D - (D ⬝ᵥ n) • n) :=
    Finset.sum_nonneg fun i _ => mul_self_nonneg _
  rw [dmEnergy_spiral h D t q N m r hq]
  generalize (N : ℝ) * (Real.sin t ^ 2 * Real.sin (q * r)) = c
  constructor
  · rw [mul_pow]
    exact mul_le_mul_of_nonneg_left (by linarith) (sq_nonneg c)
  · intro hc
    constructor
    · intro he
      rw [mul_pow] at he
      have h0 := mul_left_cancel₀ (pow_ne_zero 2 hc) he
      exact sub_eq_zero.mp (dotProduct_self_eq_zero.mp (by linarith))
    · intro hD
      have h0 : D - (D ⬝ᵥ n) • n = 0 := sub_eq_zero.mpr hD
      rw [h0, zero_dotProduct, add_zero] at hw
      linear_combination -c ^ 2 * hw
```

Write $c=N\sin^2 t\,\sin(qr)$, so that $E=c\,(D\cdot n)$. The theorem says $E^2\le c^2|D|^2$. If $c\neq0$, equality holds exactly when $D=(D\cdot n)\,n$, that is, when $D$ is parallel or antiparallel to the axis, or zero.

By hand, split $D=(D\cdot n)\,n+w$ with $w\perp n$. Then $|D|^2=(D\cdot n)^2+|w|^2$, hence

$$c^2|D|^2-E^2=c^2|w|^2\ge 0,$$

and for $c\neq 0$ this vanishes only if $w=0$. In the code, `hnn` establishes $n\cdot n=1$ from the triple product, `hw` is the Pythagorean splitting, and `generalize` introduces the letter $c$.

Whether the spins of a real magnet form such a spiral is a separate question. The answer also depends on symmetric exchange, anisotropy and applied field, which do not enter the model.

## An open bond and a closed ring of four

```lean
/-- In a right-handed orthonormal frame, the bond from site 0 to site 1 of a spiral with pitch `π`
has vector chirality `-sin (2t)` along `e₂`, perpendicular to the axis. -/
theorem open_bond_transverse (h : IsRightHanded e₁ e₂ n) (t : ℝ) :
    spiral e₁ e₂ n t Real.pi 0 ⨯₃ spiral e₁ e₂ n t Real.pi 1 =
      (-Real.sin (2 * t)) • e₂ := by
  rw [bond_chirality h]
  simp only [Int.cast_zero, Int.cast_one, mul_zero, mul_one, sub_zero, Real.sin_zero,
    Real.sin_pi, Real.cos_zero, Real.cos_pi, Real.sin_two_mul]
  module
```

For $q=\pi$, the bond from site 0 to site 1 has no axial chirality, because $\sin\pi=0$. The cosine difference is $1-(-1)=2$, which leaves

$$S_0\times S_1=-2\sin t\cos t\;e_2=-\sin(2t)\,e_2 .$$

Read as a sum with $N=1$ and $r=1$, this contradicts the ring formula whenever $\sin 2t\neq0$. It is therefore not enough for $Nq$ to be an integer multiple of $\pi$.

```lean
/-- The Cartesian axes form a right-handed orthonormal frame, and a spiral of pitch `π/2`
closes after one turn on four sites. -/
theorem spiral_witness :
    IsRightHanded ![1, 0, 0] ![0, 1, 0] ![0, 0, 1] ∧
      ((4 : ℕ) : ℝ) * (Real.pi / 2) = 2 * Real.pi * ((1 : ℤ) : ℝ) := by
  refine ⟨⟨?_, ?_, ?_, ?_⟩, ?_⟩
  · simp [dotProduct, Fin.sum_univ_three]
  · simp [dotProduct, Fin.sum_univ_three]
  · simp [dotProduct, Fin.sum_univ_three]
  · simp [cross_apply]
  · push_cast
    ring

end

end SpinSpiral
```

The Cartesian axes satisfy the frame conditions, and $q=\pi/2$ closes on four sites with $m=1$. The notation `![1, 0, 0]` lists the components of a vector.

This ring can be worked out in numbers. Take $t=\pi/4$ and $r=1$. The spins are

$$S_0=\tfrac{1}{\sqrt2}(1,0,1),\quad S_1=\tfrac{1}{\sqrt2}(0,1,1),\quad S_2=\tfrac{1}{\sqrt2}(-1,0,1),\quad S_3=\tfrac{1}{\sqrt2}(0,-1,1),$$

and $S_4=S_0$. The four bonds give

| Bond | $S_j\times S_{j+1}$ |
|---|---|
| $0\to1$ | $\tfrac12(-1,-1,1)$ |
| $1\to2$ | $\tfrac12(1,-1,1)$ |
| $2\to3$ | $\tfrac12(1,1,1)$ |
| $3\to4$ | $\tfrac12(-1,1,1)$ |

The sum is $(0,0,2)$, in agreement with $N\sin^2t\,\sin q=4\cdot\tfrac12\cdot1=2$. For $D=(3,0,1)$, in any energy unit, the ring has energy $2$. The first bond alone has energy $\tfrac12(-3+1)=-1$, and four times that is $-4$: the one-bond estimate has the wrong sign.

```lean
#print axioms SpinSpiral.dmEnergy_odd
-- 'SpinSpiral.dmEnergy_odd' depends on axioms: [propext, Classical.choice, Quot.sound]
#print axioms SpinSpiral.dmEnergy_best_axis
-- 'SpinSpiral.dmEnergy_best_axis' depends on axioms: [propext, Classical.choice, Quot.sound]
#print axioms SpinSpiral.open_bond_transverse
-- 'SpinSpiral.open_bond_transverse' depends on axioms: [propext, Classical.choice, Quot.sound]
```
